# One-sided energy error of a downfolded orbital for roots outside the level range

The Rayleigh quotient of an orbital downfolded at a trial energy $e$ estimates the true energy with an error that is in general of second order in the distance of $e$ from it. If the sign of that error is unknown, the true energy may lie on either side of the estimate. In the finite, non-interacting model below, with one head orbital in an orthonormal basis, a nonzero error has a fixed sign for a root below all levels or above all levels. Such a root is the lowest or the highest eigenvalue of the Hamiltonian, so the one-sided bound is the variational principle; the derivation below also gives the exact size of the error. Muffin-tin orbital methods also downfold by eliminating orbitals, but their secular matrices can depend on energy in more complicated ways, which this model leaves out.

In Lean 4 with Mathlib:

```lean
import Mathlib

open Matrix

namespace SingleNodeEnergyError

noncomputable section

variable {ι : Type*} [Fintype ι]
```

## The secular function and its slope

A head orbital of energy $a$ couples through real $v_i$ to finitely many levels $d_i$, indexed by `ι`. Eliminating the levels leaves the condition $K(E)=0$ with
$$K(E)=E-a-\sum_i\frac{v_i^2}{E-d_i}.$$

```lean
/-- The downfolded secular function `K(E) = E - a - ∑ v_i² / (E - d_i)`, for energies `E`
different from every level `d_i`. -/
def secular (a : ℝ) (d v : ι → ℝ) (E : ℝ) : ℝ := E - a - ∑ i, v i ^ 2 / (E - d i)
```

Differentiating $-v_i^2/(E-d_i)$ gives a positive term, so the slope should be
$$K'(E)=1+\sum_i\frac{v_i^2}{(E-d_i)^2}.$$
It is first defined by this formula, and identified with the derivative further on.

```lean
/-- The energy slope `1 + ∑ v_i² / (E - d_i)²`, for energies `E` different from every
level `d_i`. -/
def slope (d v : ι → ℝ) (E : ℝ) : ℝ := 1 + ∑ i, v i ^ 2 / (E - d i) ^ 2
```

## The orbital and its Hamiltonian

Vectors live on `Unit ⊕ ι`, one head component followed by the levels. The head orbital is $\chi=(1,0)$.

```lean
/-- The head orbital, with no amplitude on the levels `d_i`. -/
def head : Unit ⊕ ι → ℝ := Sum.elim (fun _ => 1) (fun _ => 0)
```

The level rows of $(H-e)\psi=0$ read $v_i+(d_i-e)\psi_i=0$. With head amplitude 1, this gives $\psi_i=v_i/(e-d_i)$. The trial energy $e$ is called the node below; it is an energy, not a zero of the wavefunction.

```lean
/-- The orbital downfolded at the node `e`: amplitude one on the head and `v_i / (e - d_i)` on
the levels, for `e` different from every `d_i`. -/
def orbital (d v : ι → ℝ) (e : ℝ) : Unit ⊕ ι → ℝ :=
  Sum.elim (fun _ => 1) (fun i => v i / (e - d i))
```

The Hamiltonian has $a$ and the $d_i$ on its diagonal and $v_i$ between head and level $i$; levels do not couple to each other.
$$H=\begin{pmatrix}a&v^{T}\\v&\operatorname{diag}(d)\end{pmatrix}$$

```lean
/-- The Hamiltonian of a head orbital of energy `a` coupled by `v_i` to levels `d_i`. -/
def hamiltonian [DecidableEq ι] (a : ℝ) (d v : ι → ℝ) : Matrix (Unit ⊕ ι) (Unit ⊕ ι) ℝ :=
  Matrix.fromBlocks (Matrix.of fun _ _ => a) (Matrix.of fun _ i => v i)
    (Matrix.of fun i _ => v i) (Matrix.diagonal d)
```

Since $\psi$ is not normalised, its energy is the full quotient $R(e)=\langle\psi|H|\psi\rangle/\langle\psi|\psi\rangle$.

```lean
/-- The Rayleigh quotient of the Hamiltonian in the orbital downfolded at the node `e`, for `e`
different from every `d_i`. -/
def rayleighEnergy [DecidableEq ι] (a : ℝ) (d v : ι → ℝ) (e : ℝ) : ℝ :=
  (orbital d v e ⬝ᵥ (hamiltonian a d v *ᵥ orbital d v e)) / (orbital d v e ⬝ᵥ orbital d v e)
```

## From the residual to a Newton step

The slope is 1 plus a sum of non-negative terms, hence positive.

```lean
/-- The energy slope is positive. -/
theorem slope_pos (d v : ι → ℝ) (e : ℝ) : 0 < slope d v e := by
  have h : 0 ≤ ∑ i, v i ^ 2 / (e - d i) ^ 2 := Finset.sum_nonneg fun i _ => by positivity
  unfold slope
  linarith
```

Termwise differentiation confirms that it is $K'$ wherever $e$ differs from every level, the condition `∀ i, e ≠ d i`.

```lean
/-- Away from the levels, the derivative of the secular function is the energy slope. -/
theorem hasDerivAt_secular (a : ℝ) (d v : ι → ℝ) {e : ℝ} (he : ∀ i, e ≠ d i) :
    HasDerivAt (secular a d v) (slope d v e) e := by
  have hs : HasDerivAt (fun E => ∑ i, v i ^ 2 / (E - d i))
      (∑ i, -(v i ^ 2 / (e - d i) ^ 2)) e := HasDerivAt.fun_sum fun i _ => by
    have h := (hasDerivAt_const e (v i ^ 2)).fun_div
      ((hasDerivAt_id' e).sub_const (d i)) (sub_ne_zero.2 (he i))
    exact h.congr_deriv (by ring)
  have h := ((hasDerivAt_id' e).sub_const a).fun_sub hs
  exact h.congr_deriv (by rw [Finset.sum_neg_distrib, sub_neg_eq_add, slope])
```

The level rows of $(H-e)\psi$ vanish by construction. The head row of $H\psi$ is $a+\sum_i v_i^2/(e-d_i)=e-K(e)$, so
$$H\psi=e\,\psi-K(e)\,\chi.$$
The proof splits into these two kinds of row.

```lean
/-- At a node `e` away from the levels, the downfolded orbital solves the Schrödinger equation up to
a residual: `(H - e) ψ` is `-K(e)` times the head orbital. -/
theorem hamiltonian_mulVec_orbital [DecidableEq ι] (a : ℝ) (d v : ι → ℝ) {e : ℝ}
    (he : ∀ i, e ≠ d i) :
    hamiltonian a d v *ᵥ orbital d v e = e • orbital d v e - secular a d v e • head := by
  ext x
  rcases x with u | i
  · have hs : ∑ i, v i * (v i / (e - d i)) = ∑ i, v i ^ 2 / (e - d i) :=
      Finset.sum_congr rfl fun i _ => by ring
    simp only [hamiltonian, orbital, head, secular, Matrix.mulVec, dotProduct,
      Fintype.sum_sum_type, Matrix.fromBlocks_apply₁₁, Matrix.fromBlocks_apply₁₂,
      Matrix.of_apply, Sum.elim_inl, Sum.elim_inr, Pi.sub_apply, Pi.smul_apply, smul_eq_mul,
      Finset.univ_unique, Finset.sum_singleton]
    linear_combination hs
  · have hc : v i / (e - d i) * (e - d i) = v i := div_mul_cancel₀ _ (sub_ne_zero.2 (he i))
    simp only [hamiltonian, orbital, head, Matrix.mulVec, dotProduct,
      Fintype.sum_sum_type, Matrix.fromBlocks_apply₂₁, Matrix.fromBlocks_apply₂₂,
      Matrix.of_apply, Sum.elim_inl, Sum.elim_inr, Pi.sub_apply, Pi.smul_apply, smul_eq_mul,
      Finset.univ_unique, Finset.sum_singleton, Matrix.diagonal_apply, ite_mul, zero_mul,
      Finset.sum_ite_eq, Finset.mem_univ, if_true]
    linear_combination -hc
```

Now $\langle\psi|\chi\rangle=1$ and $\langle\psi|\psi\rangle=1+\sum_i v_i^2/(e-d_i)^2=K'(e)$. Projecting the residual equation on $\psi$ and dividing by the norm gives
$$R(e)=e-\frac{K(e)}{K'(e)}.$$
In a calculation this is one Newton step for $K$. Take $a=0$ and a single level $d=1$ with $v=1$, whose roots are about $-0.618$ and $1.618$. The node $e=0$ has $K=1$ and $K'=2$, so $R=-0.5$; the node $e=-1$ gives $R=-0.6$. Both lie above the lower root. Leaving the level amplitudes out of the norm would give $-1$ at $e=0$, below the lower root.

```lean
/-- At a node `e` away from the levels, the Rayleigh energy of the downfolded orbital is
`e - K(e) / K'(e)`. -/
theorem rayleighEnergy_eq [DecidableEq ι] (a : ℝ) (d v : ι → ℝ) {e : ℝ} (he : ∀ i, e ≠ d i) :
    rayleighEnergy a d v e = e - secular a d v e / slope d v e := by
  have hn : orbital d v e ⬝ᵥ orbital d v e = slope d v e := by
    have hs : ∑ i, v i / (e - d i) * (v i / (e - d i)) = ∑ i, v i ^ 2 / (e - d i) ^ 2 :=
      Finset.sum_congr rfl fun i _ => by rw [← div_pow, sq]
    simp only [orbital, slope, dotProduct, Fintype.sum_sum_type, Sum.elim_inl, Sum.elim_inr,
      Finset.univ_unique, Finset.sum_singleton]
    linear_combination hs
  have hp : orbital d v e ⬝ᵥ head = 1 := by
    simp [orbital, head, dotProduct, Fintype.sum_sum_type]
  rw [rayleighEnergy, hamiltonian_mulVec_orbital a d v he, dotProduct_sub, dotProduct_smul,
    dotProduct_smul, hn, hp, smul_eq_mul, smul_eq_mul, mul_one, sub_div,
    mul_div_cancel_right₀ _ (slope_pos d v e).ne']
```

## The exact error

Let $K(E_0)=0$, with $E_0$ not a level. Adding this zero,
$$K'(e)\,[R(e)-E_0]=(e-E_0)K'(e)-K(e)+K(E_0).$$
The terms without $v_i$ cancel. Level $i$ contributes $v_i^2$ times
$$\frac{e-E_0}{(e-d_i)^2}+\frac1{e-d_i}-\frac1{E_0-d_i}=\frac{(e-E_0)^2}{(e-d_i)^2(d_i-E_0)}.$$
Therefore
$$R(e)-E_0=\frac{(e-E_0)^2}{K'(e)}\sum_i\frac{v_i^2}{(e-d_i)^2(d_i-E_0)}.$$
In the code, `hterm` is the one-level identity, `hs` sums it, and `key` restores $K$ and $K'$.

```lean
/-- The exact single-node error with respect to any root `E₀` of `K`, where neither the node
nor the root coincides with a level. -/
theorem rayleighEnergy_sub_root [DecidableEq ι] {a : ℝ} {d v : ι → ℝ} {e E₀ : ℝ}
    (he : ∀ i, e ≠ d i) (h₀ : ∀ i, E₀ ≠ d i) (hK : secular a d v E₀ = 0) :
    rayleighEnergy a d v e - E₀ =
      (e - E₀) ^ 2 * (∑ i, v i ^ 2 / ((e - d i) ^ 2 * (d i - E₀))) / slope d v e := by
  -- the error carried by one level
  have hterm : ∀ i, (e - E₀) * (v i ^ 2 / (e - d i) ^ 2) + v i ^ 2 / (e - d i)
      - v i ^ 2 / (E₀ - d i) = (e - E₀) ^ 2 * (v i ^ 2 / ((e - d i) ^ 2 * (d i - E₀))) := by
    intro i
    have h1 := sub_ne_zero.2 (he i)
    have h2 := sub_ne_zero.2 (h₀ i)
    have h3 := sub_ne_zero.2 (h₀ i).symm
    field_simp
    ring
  have hs : (e - E₀) * (∑ i, v i ^ 2 / (e - d i) ^ 2) + ∑ i, v i ^ 2 / (e - d i)
      - ∑ i, v i ^ 2 / (E₀ - d i)
      = (e - E₀) ^ 2 * ∑ i, v i ^ 2 / ((e - d i) ^ 2 * (d i - E₀)) := by
    rw [Finset.mul_sum, Finset.mul_sum, ← Finset.sum_add_distrib, ← Finset.sum_sub_distrib]
    exact Finset.sum_congr rfl fun i _ => hterm i
  have key : (e - E₀) * slope d v e - secular a d v e + secular a d v E₀
      = (e - E₀) ^ 2 * ∑ i, v i ^ 2 / ((e - d i) ^ 2 * (d i - E₀)) := by
    unfold slope secular
    linear_combination hs
  have hc := div_mul_cancel₀ (secular a d v e) (slope_pos d v e).ne'
  rw [rayleighEnergy_eq a d v he, eq_div_iff (slope_pos d v e).ne']
  linear_combination key - hK - hc
```

## Roots below or above all levels

If $E_0<d_i$ for all $i$, no term of the sum is negative, and a nonzero coupling makes one positive. Hence $R(e)>E_0$ for every node $e\neq E_0$ that is not a level, even a node above some levels. If all couplings vanish, $R(e)=a=E_0$ and strictness fails.

At any other root $E$, $K(E)=0$ gives $R(E)=E$, so $E>E_0$: the root is the lowest, which `IsLeast` states for roots away from the levels. The existence of a root below all levels is assumed; a coupled level at the lowest $d_i$ would guarantee it, because $K$ then runs from $-\infty$ to $+\infty$ below that level.

```lean
/-- With at least one nonzero coupling, a root `E₀` of `K` below all levels is the lowest root,
and the Rayleigh energy lies strictly above it for every node other than `E₀` and the levels. -/
theorem lowest_root_lt_rayleighEnergy [DecidableEq ι] {a : ℝ} {d v : ι → ℝ} {E₀ : ℝ}
    (hv : ∃ i, v i ≠ 0) (h₀ : ∀ i, E₀ < d i) (hK : secular a d v E₀ = 0) :
    IsLeast {E | (∀ i, E ≠ d i) ∧ secular a d v E = 0} E₀ ∧
      ∀ e, (∀ i, e ≠ d i) → e ≠ E₀ → E₀ < rayleighEnergy a d v e := by
  have main : ∀ e, (∀ i, e ≠ d i) → e ≠ E₀ → E₀ < rayleighEnergy a d v e := by
    intro e he hne
    obtain ⟨j, hj⟩ := hv
    have hsq : ∀ x : ℝ, x ≠ 0 → 0 < x ^ 2 := fun x hx => by positivity
    have hden : ∀ i, 0 < (e - d i) ^ 2 * (d i - E₀) := fun i =>
      mul_pos (hsq _ (sub_ne_zero.2 (he i))) (sub_pos.2 (h₀ i))
    have hsum : 0 < ∑ i, v i ^ 2 / ((e - d i) ^ 2 * (d i - E₀)) :=
      Finset.sum_pos' (fun i _ => div_nonneg (sq_nonneg _) (hden i).le)
        ⟨j, Finset.mem_univ j, div_pos (hsq _ hj) (hden j)⟩
    have h := rayleighEnergy_sub_root he (fun i => (h₀ i).ne) hK
    have hp := div_pos (mul_pos (hsq _ (sub_ne_zero.2 hne)) hsum) (slope_pos d v e)
    linarith
  refine ⟨⟨⟨fun i => (h₀ i).ne, hK⟩, fun E hE => ?_⟩, main⟩
  -- at another root the Rayleigh energy is that root itself
  rcases eq_or_ne E E₀ with h | h
  · exact h.ge
  · have hlt := main E hE.1 h
    rw [rayleighEnergy_eq a d v hE.1, hE.2, zero_div, sub_zero] at hlt
    exact hlt.le
```

For a root $E_1$ above all levels, every $d_i-E_1$ is negative. The same argument gives $R(e)<E_1$ and makes $E_1$ the highest root.

```lean
/-- With at least one nonzero coupling, a root `E₁` of `K` above all levels is the highest root,
and the Rayleigh energy lies strictly below it for every node other than `E₁` and the levels. -/
theorem rayleighEnergy_lt_highest_root [DecidableEq ι] {a : ℝ} {d v : ι → ℝ} {E₁ : ℝ}
    (hv : ∃ i, v i ≠ 0) (h₁ : ∀ i, d i < E₁) (hK : secular a d v E₁ = 0) :
    IsGreatest {E | (∀ i, E ≠ d i) ∧ secular a d v E = 0} E₁ ∧
      ∀ e, (∀ i, e ≠ d i) → e ≠ E₁ → rayleighEnergy a d v e < E₁ := by
  have main : ∀ e, (∀ i, e ≠ d i) → e ≠ E₁ → rayleighEnergy a d v e < E₁ := by
    intro e he hne
    obtain ⟨j, hj⟩ := hv
    have hsq : ∀ x : ℝ, x ≠ 0 → 0 < x ^ 2 := fun x hx => by positivity
    have hden : ∀ i, (e - d i) ^ 2 * (d i - E₁) < 0 := fun i =>
      mul_neg_of_pos_of_neg (hsq _ (sub_ne_zero.2 (he i))) (sub_neg.2 (h₁ i))
    have hlt : ∑ i, v i ^ 2 / ((e - d i) ^ 2 * (d i - E₁)) < ∑ _i : ι, (0 : ℝ) :=
      Finset.sum_lt_sum
        (fun i _ => div_nonpos_of_nonneg_of_nonpos (sq_nonneg _) (hden i).le)
        ⟨j, Finset.mem_univ j, div_neg_of_pos_of_neg (hsq _ hj) (hden j)⟩
    have hsum := hlt.trans_eq Finset.sum_const_zero
    have h := rayleighEnergy_sub_root he (fun i => (h₁ i).ne') hK
    have hp := div_neg_of_neg_of_pos
      (mul_neg_of_pos_of_neg (hsq _ (sub_ne_zero.2 hne)) hsum) (slope_pos d v e)
    linarith
  refine ⟨⟨⟨fun i => (h₁ i).ne', hK⟩, fun E hE => ?_⟩, main⟩
  rcases eq_or_ne E E₁ with h | h
  · exact h.le
  · have hlt := main E hE.1 h
    rw [rayleighEnergy_eq a d v hE.1, hE.2, zero_div, sub_zero] at hlt
    exact hlt.le
```

## A root between levels

With $a=0$, levels $\mp1$ and unit couplings, $E=0$ is a root and the sum has terms of both signs. The formula gives $R(-\tfrac12)=-\tfrac{8}{49}$ and $R(\tfrac12)=\tfrac{8}{49}$, so the error takes either sign, depending on the node.

```lean
/-- For head energy `0`, levels `-1` and `1` and unit couplings, `K` has the root `0` between the
levels; the Rayleigh energy is below it for the node `-1/2` and above it for the node `1/2`. -/
theorem intermediate_root_both_signs :
    secular 0 ![-1, 1] ![1, 1] 0 = 0 ∧
      rayleighEnergy 0 ![-1, 1] ![1, 1] (-1 / 2) < 0 ∧
      0 < rayleighEnergy 0 ![-1, 1] ![1, 1] (1 / 2) := by
  refine ⟨?_, ?_, ?_⟩
  · norm_num [secular, Fin.sum_univ_two]
  · rw [rayleighEnergy_eq _ _ _ (by intro i; fin_cases i <;> norm_num)]
    norm_num [secular, slope, Fin.sum_univ_two]
  · rw [rayleighEnergy_eq _ _ _ (by intro i; fin_cases i <;> norm_num)]
    norm_num [secular, slope, Fin.sum_univ_two]

end

end SingleNodeEnergyError
```

```lean
#print axioms SingleNodeEnergyError.rayleighEnergy_eq
#print axioms SingleNodeEnergyError.lowest_root_lt_rayleighEnergy
#print axioms SingleNodeEnergyError.rayleighEnergy_lt_highest_root
#print axioms SingleNodeEnergyError.intermediate_root_both_signs
```

```
'SingleNodeEnergyError.rayleighEnergy_eq' depends on axioms: [propext, Classical.choice, Quot.sound]
'SingleNodeEnergyError.lowest_root_lt_rayleighEnergy' depends on axioms: [propext, Classical.choice, Quot.sound]
'SingleNodeEnergyError.rayleighEnergy_lt_highest_root' depends on axioms: [propext, Classical.choice, Quot.sound]
'SingleNodeEnergyError.intermediate_root_both_signs' depends on axioms: [propext, Classical.choice, Quot.sound]
```
